# For a symmetric doubles block, linearized CCD diverges at every coupled eigenvalue while the lowest CI energy stays continuous

The finite type `n` labels orthonormal doubly excited states, and the reference energy is zero. The real matrix $A-x$ is the Hamiltonian among the doubles, where the number $x$ lowers them all uniformly. The real vector $v$ couples them to the reference and doesn't depend on $x$.

In Lean 4 with Mathlib:

```lean
import Mathlib

open Matrix Filter Topology

namespace LinearizedCCD

variable {n : Type*} [Fintype n] [DecidableEq n]
```

Eigenvalues are real numbers with a nonzero eigenvector, and the lowest is the infimum of their set.

```lean
/-- The set of real eigenvalues of a real square matrix. -/
def eigenvalueSet (A : Matrix n n ℝ) : Set ℝ := {μ | ∃ u, u ≠ 0 ∧ A *ᵥ u = μ • u}

/-- The lowest eigenvalue of a real symmetric matrix of nonzero size. -/
noncomputable def lowestEigenvalue (A : Matrix n n ℝ) : ℝ := sInf (eigenvalueSet A)
```

With the reference coefficient fixed at one, the linearized CCD amplitudes $t$ solve $(A-x)t=-v$. The energy is $E(x)=v\cdot t=-v^T(A-x)^{-1}v$.

```lean
/-- The linearized CCD energy `-vᵀ (A - x)⁻¹ v`, for `x` not an eigenvalue of `A`. -/
noncomputable def lccdEnergy (A : Matrix n n ℝ) (v : n → ℝ) (x : ℝ) : ℝ :=
  -(v ⬝ᵥ (A - x • (1 : Matrix n n ℝ))⁻¹ *ᵥ v)
```

The CI matrix $M(x)$ acts on vectors $z=(c,w)$, with $c$ the reference coefficient (index type `Unit`) and $w$ the doubles part. Its lowest eigenvalue is called $\varepsilon(x)$.

```lean
/-- The CI matrix `[[0, vᵀ], [v, A - x]]` of the reference and the doubles. -/
def ciMatrix (A : Matrix n n ℝ) (v : n → ℝ) (x : ℝ) : Matrix (Unit ⊕ n) (Unit ⊕ n) ℝ :=
  fromBlocks 0 (of fun _ j => v j) (of fun i _ => v i) (A - x • (1 : Matrix n n ℝ))
```

## A symmetric doubles block: `hA`

Symmetry expresses a Hermitian Hamiltonian in a real basis. It lets $A$ act on either factor of a scalar product, so overlapping eigenvectors share their eigenvalue.

```lean
omit [DecidableEq n] in
/-- A real symmetric matrix may act on either side of a scalar product. -/
theorem dot_symm {A : Matrix n n ℝ} (hA : A.IsSymm) (u w : n → ℝ) :
    u ⬝ᵥ A *ᵥ w = (A *ᵥ u) ⬝ᵥ w := by
  rw [Matrix.dotProduct_mulVec, ← Matrix.mulVec_transpose, hA.eq]

omit [DecidableEq n] in
/-- Two eigenvectors of a real symmetric matrix that overlap have the same eigenvalue. -/
theorem eigenvalue_eq_of_overlap {A : Matrix n n ℝ} (hA : A.IsSymm) {u g : n → ℝ} {l μ : ℝ}
    (hu : A *ᵥ u = l • u) (hg : A *ᵥ g = μ • g) (h : u ⬝ᵥ g ≠ 0) : l = μ := by
  have h1 := dot_symm hA u g
  rw [hu, hg, dotProduct_smul, smul_dotProduct, smul_eq_mul, smul_eq_mul] at h1
  exact (mul_right_cancel₀ h h1).symm
```

It also gives orthonormal eigenvectors $u_i$ with eigenvalues $l_i$, and $w\cdot z=\sum_i(u_i\cdot w)(u_i\cdot z)$. `spectral` takes them from Mathlib's eigenvector basis. Since $w\cdot Aw=\sum_i l_i(u_i\cdot w)^2$, the lowest eigenvalue bounds every expectation value from below.

```lean
/-- A real symmetric matrix has normalized eigenvectors that resolve every scalar product,
and their eigenvalues are all the eigenvalues of the matrix. -/
theorem spectral {A : Matrix n n ℝ} (hA : A.IsSymm) :
    ∃ (l : n → ℝ) (u : n → n → ℝ), (∀ i, A *ᵥ u i = l i • u i) ∧ (∀ i, u i ⬝ᵥ u i = 1) ∧
      (∀ w z, w ⬝ᵥ z = ∑ i, (u i ⬝ᵥ w) * (u i ⬝ᵥ z)) ∧ eigenvalueSet A = Set.range l := by
  have hH : A.IsHermitian := by
    rw [Matrix.IsHermitian, conjTranspose_eq_transpose_of_trivial]
    exact hA
  have hin : ∀ x y : EuclideanSpace ℝ n, inner ℝ x y = x.ofLp ⬝ᵥ y.ofLp := by
    intro x y
    simp [PiLp.inner_apply, dotProduct, mul_comm]
  let b := hH.eigenvectorBasis
  have hu : ∀ i, A *ᵥ (b i).ofLp = hH.eigenvalues i • (b i).ofLp :=
    fun i => hH.mulVec_eigenvectorBasis i
  have h1 : ∀ i, (b i).ofLp ⬝ᵥ (b i).ofLp = 1 := by
    intro i
    rw [← hin, real_inner_self_eq_norm_sq, b.orthonormal.1 i, one_pow]
  have hP : ∀ w z : n → ℝ, w ⬝ᵥ z = ∑ i, ((b i).ofLp ⬝ᵥ w) * ((b i).ofLp ⬝ᵥ z) := by
    intro w z
    have h := b.sum_inner_mul_inner (WithLp.toLp 2 w) (WithLp.toLp 2 z)
    simp only [hin] at h
    refine h.symm.trans (Finset.sum_congr rfl fun i _ => ?_)
    rw [dotProduct_comm w]
  refine ⟨hH.eigenvalues, fun i => (b i).ofLp, hu, h1, hP, ?_⟩
  ext μ
  constructor
  · rintro ⟨g, hg, hAg⟩
    -- a nonzero eigenvector overlaps with some member of the basis
    have hgg : g ⬝ᵥ g ≠ 0 := fun h => hg (dotProduct_self_eq_zero.1 h)
    rw [hP g g] at hgg
    obtain ⟨i, _, hi⟩ := Finset.exists_ne_zero_of_sum_ne_zero hgg
    exact ⟨i, eigenvalue_eq_of_overlap hA (hu i) hAg (left_ne_zero_of_mul hi)⟩
  · rintro ⟨i, rfl⟩
    exact ⟨(b i).ofLp, fun h => by simpa [h] using h1 i, hu i⟩

/-- For a real symmetric matrix of nonzero size the lowest eigenvalue is attained, and it times
`w · w` is at most `w · A w` for every vector `w`. -/
theorem lowestEigenvalue_spec [Nonempty n] {A : Matrix n n ℝ} (hA : A.IsSymm) :
    IsLeast (eigenvalueSet A) (lowestEigenvalue A) ∧
      ∀ w, lowestEigenvalue A * (w ⬝ᵥ w) ≤ w ⬝ᵥ A *ᵥ w := by
  obtain ⟨l, u, hu, -, hP, hset⟩ := spectral hA
  have hfin : (eigenvalueSet A).Finite := by rw [hset]; exact Set.finite_range l
  have hne : (eigenvalueSet A).Nonempty := by rw [hset]; exact Set.range_nonempty l
  have hle : ∀ i, lowestEigenvalue A ≤ l i := fun i =>
    csInf_le hfin.bddBelow (by rw [hset]; exact Set.mem_range_self i)
  refine ⟨⟨hne.csInf_mem hfin, fun μ hμ => csInf_le hfin.bddBelow hμ⟩, fun w => ?_⟩
  rw [hP w w, hP w (A *ᵥ w), Finset.mul_sum]
  refine Finset.sum_le_sum fun i _ => ?_
  rw [dot_symm hA, hu i, smul_dotProduct, smul_eq_mul]
  nlinarith [mul_le_mul_of_nonneg_right (hle i) (mul_self_nonneg (u i ⬝ᵥ w))]
```

For CI, symmetry gives the variational principle with the form

$$z\cdot M(x)z=2c\,v\cdot w+w\cdot Aw-x\,w\cdot w .$$

Let $x\le y$. The lowest eigenvector $p=(c,w)$ of $M(x)$, used as a trial vector at $y$, gives
$$\varepsilon(y)\,p\cdot p\le\varepsilon(x)\,p\cdot p-(y-x)\,w\cdot w\le\varepsilon(x)\,p\cdot p .$$
The lowest eigenvector $q=(c,w)$ of $M(y)$, used at $x$, gives
$$\varepsilon(x)\,q\cdot q\le\varepsilon(y)\,q\cdot q+(y-x)\,w\cdot w\le(\varepsilon(y)+y-x)\,q\cdot q .$$
Hence $|\varepsilon(x)-\varepsilon(y)|\le|x-y|$. `ci_lowest_bounds`, below, makes the same two trial-vector comparisons and divides by the positive norms.

Without symmetry, $E(x)$ needn't tend to $-\infty$ as $x$ rises to an eigenvalue whose eigenvector overlaps with $v$. The matrix $A=\begin{pmatrix}0&1\\0&0\end{pmatrix}$ has the eigenvector $(1,0)$ at eigenvalue $0$, which overlaps with $v=(1,1)$. Yet $E(x)=2/x+1/x^2$ tends to $+\infty$ as $x$ tends to $0$ from either side.

## A shift off the spectrum: `hx` in `exists_amplitudes`

Here no doubles eigenstate is degenerate with the reference. If $\det(A-x)$ vanished, a nonzero $w$ would satisfy $Aw=xw$, contrary to `hx`; the inverse therefore supplies $t$. With $A=(0)$, $v=(1)$ and $x=0$, the amplitude equation reads $0=-1$.

```lean
/-- If `x` is not an eigenvalue of `A`, there are amplitudes `t` that solve the linearized CCD
equations `(A - x) t = -v`, and the energy is `v · t`. -/
theorem exists_amplitudes {A : Matrix n n ℝ} (v : n → ℝ) {x : ℝ} (hx : x ∉ eigenvalueSet A) :
    ∃ t, A *ᵥ t - x • t = -v ∧ lccdEnergy A v x = v ⬝ᵥ t := by
  have hs : ∀ w, (A - x • (1 : Matrix n n ℝ)) *ᵥ w = A *ᵥ w - x • w := by
    intro w
    rw [Matrix.sub_mulVec, Matrix.smul_mulVec, Matrix.one_mulVec]
  have hdet : IsUnit (A - x • (1 : Matrix n n ℝ)).det := by
    rw [isUnit_iff_ne_zero]
    intro h
    obtain ⟨w, hw, h0⟩ := Matrix.exists_mulVec_eq_zero_iff.2 h
    exact hx ⟨w, hw, sub_eq_zero.1 (by rw [← hs, h0])⟩
  refine ⟨-((A - x • (1 : Matrix n n ℝ))⁻¹ *ᵥ v), ?_, ?_⟩
  · rw [← hs, Matrix.mulVec_neg, Matrix.mulVec_mulVec, Matrix.mul_nonsing_inv _ hdet,
      Matrix.one_mulVec]
  · rw [lccdEnergy, dotProduct_neg]

/-- For symmetric `A` the CI matrix is symmetric, and its quadratic form is the sum of the
reference-doubles coupling and the shifted doubles energy. -/
theorem ciMatrix_form {A : Matrix n n ℝ} (hA : A.IsSymm) (v : n → ℝ) (x : ℝ) :
    (ciMatrix A v x).IsSymm ∧ ∀ z, z ⬝ᵥ ciMatrix A v x *ᵥ z =
      2 * z (Sum.inl ()) * (v ⬝ᵥ (z ∘ Sum.inr)) + (z ∘ Sum.inr) ⬝ᵥ A *ᵥ (z ∘ Sum.inr)
        - x * ((z ∘ Sum.inr) ⬝ᵥ (z ∘ Sum.inr)) := by
  constructor
  · refine Matrix.IsSymm.fromBlocks (by simp [Matrix.IsSymm]) rfl ?_
    rw [Matrix.IsSymm, transpose_sub, transpose_smul, transpose_one, hA.eq]
  · intro z
    have h1 : (of fun (_ : Unit) j => v j) *ᵥ (z ∘ Sum.inr) = fun _ => v ⬝ᵥ (z ∘ Sum.inr) := rfl
    have h2 : (of fun i (_ : Unit) => v i) *ᵥ (z ∘ Sum.inl) = z (Sum.inl ()) • v := by
      ext i
      simp [Matrix.mulVec, dotProduct, mul_comm]
    have h3 : ∀ (p : Unit → ℝ) (q : n → ℝ),
        z ⬝ᵥ Sum.elim p q = z (Sum.inl ()) * p () + (z ∘ Sum.inr) ⬝ᵥ q := by
      intro p q
      simp [dotProduct, Fintype.sum_sum_type]
    rw [ciMatrix, Matrix.fromBlocks_mulVec, h1, h2, h3, Matrix.zero_mulVec, zero_add,
      Matrix.sub_mulVec, Matrix.smul_mulVec, Matrix.one_mulVec, dotProduct_add, dotProduct_sub,
      dotProduct_smul, dotProduct_smul, dotProduct_comm _ v, smul_eq_mul, smul_eq_mul]
    ring

/-- For symmetric `A`, raising the shift from `x` to `y` lowers the lowest CI eigenvalue by an
amount between zero and `y - x`. -/
theorem ci_lowest_bounds {A : Matrix n n ℝ} (hA : A.IsSymm) (v : n → ℝ) {x y : ℝ} (h : x ≤ y) :
    lowestEigenvalue (ciMatrix A v y) ≤ lowestEigenvalue (ciMatrix A v x) ∧
      lowestEigenvalue (ciMatrix A v x) ≤ lowestEigenvalue (ciMatrix A v y) + (y - x) := by
  obtain ⟨sx, fx⟩ := ciMatrix_form hA v x
  obtain ⟨sy, fy⟩ := ciMatrix_form hA v y
  obtain ⟨⟨⟨p, hp, hp'⟩, -⟩, rx⟩ := lowestEigenvalue_spec sx
  obtain ⟨⟨⟨q, hq, hq'⟩, -⟩, ry⟩ := lowestEigenvalue_spec sy
  have hn : ∀ z : Unit ⊕ n → ℝ,
      z ⬝ᵥ z = z (Sum.inl ()) ^ 2 + (z ∘ Sum.inr) ⬝ᵥ (z ∘ Sum.inr) := by
    intro z
    simp [dotProduct, Fintype.sum_sum_type, sq]
  have h0 : ∀ w : n → ℝ, 0 ≤ w ⬝ᵥ w := fun w => Finset.sum_nonneg fun i _ => mul_self_nonneg _
  have hpos : ∀ z : Unit ⊕ n → ℝ, z ≠ 0 → 0 < z ⬝ᵥ z := fun z hz =>
    lt_of_le_of_ne (Finset.sum_nonneg fun i _ => mul_self_nonneg _)
      fun e => hz (dotProduct_self_eq_zero.1 e.symm)
  -- each ground state serves as trial vector for the other shift
  constructor
  · have e := fx p
    rw [hp', dotProduct_smul, smul_eq_mul] at e
    have r := ry p
    rw [fy p] at r
    refine le_of_mul_le_mul_right ?_ (hpos p hp)
    nlinarith [mul_nonneg (sub_nonneg.2 h) (h0 (p ∘ Sum.inr))]
  · have e := fy q
    rw [hq', dotProduct_smul, smul_eq_mul] at e
    have r := rx q
    rw [fx q] at r
    refine le_of_mul_le_mul_right ?_ (hpos q hq)
    have k := mul_nonneg (sub_nonneg.2 h) (sq_nonneg (q (Sum.inl ())))
    have m : (y - x) * (q ⬝ᵥ q) =
        (y - x) * (q (Sum.inl ()) ^ 2 + (q ∘ Sum.inr) ⬝ᵥ (q ∘ Sum.inr)) := by rw [hn q]
    linarith
```

## A coupled eigenstate: `hg` and `hgv`

These say that $Ag=ag$ and $g\cdot v\ne0$: a doubles eigenstate that reaches the reference energy at $x=a$ interacts with the reference. The eigenvalue $a$ needn't be the lowest.

Projecting the amplitude equation on $u_i$ gives $(l_i-x)(u_i\cdot t)=-u_i\cdot v$, so

$$E(x)=\sum_i\frac{(u_i\cdot v)^2}{x-l_i},\qquad (x-a)E(x)\to C=\sum_{l_i=a}(u_i\cdot v)^2 .$$

Some term of $g\cdot v=\sum_i(u_i\cdot g)(u_i\cdot v)$ is nonzero. Its $u_i$ overlaps $g$, so $l_i=a$ and $C>0$. In `lccd_pole`, the last `hc` is the projected amplitude, and `hF` is the limit taken term by term.

```lean
/-- If `v` overlaps with an eigenvector of the symmetric matrix `A` at eigenvalue `a`, then
`(x - a)` times the linearized CCD energy has a positive limit as `x` tends to `a`. -/
theorem lccd_pole {A : Matrix n n ℝ} (hA : A.IsSymm) {v g : n → ℝ} {a : ℝ}
    (hg : A *ᵥ g = a • g) (hgv : g ⬝ᵥ v ≠ 0) :
    ∃ C > 0, Tendsto (fun x => (x - a) * lccdEnergy A v x) (𝓝[≠] a) (𝓝 C) := by
  obtain ⟨l, u, hu, -, hP, hset⟩ := spectral hA
  refine ⟨∑ i, if l i = a then (u i ⬝ᵥ v) ^ 2 else 0, ?_, ?_⟩
  · rw [hP g v] at hgv
    obtain ⟨i, _, hi⟩ := Finset.exists_ne_zero_of_sum_ne_zero hgv
    have hl := eigenvalue_eq_of_overlap hA (hu i) hg (left_ne_zero_of_mul hi)
    refine Finset.sum_pos' (fun j _ => by split_ifs <;> positivity) ⟨i, Finset.mem_univ i, ?_⟩
    rw [if_pos hl]
    have hne := right_ne_zero_of_mul hi
    positivity
  · have hev : ∀ᶠ x in 𝓝[≠] a, ∀ i, x ≠ l i := Filter.eventually_all.2 fun i => by
      by_cases h : l i = a
      · rw [h]
        exact self_mem_nhdsWithin
      · exact (eventually_ne_nhds (Ne.symm h)).filter_mono nhdsWithin_le_nhds
    have hF : Tendsto (fun x => ∑ i, if l i = a then (u i ⬝ᵥ v) ^ 2
        else (x - a) * ((u i ⬝ᵥ v) ^ 2 / (x - l i))) (𝓝[≠] a)
        (𝓝 (∑ i, if l i = a then (u i ⬝ᵥ v) ^ 2 else 0)) := by
      refine tendsto_finsetSum _ fun i _ => ?_
      by_cases h : l i = a
      · simp only [if_pos h]
        exact tendsto_const_nhds
      · simp only [if_neg h]
        have hc : ContinuousAt (fun x => (x - a) * ((u i ⬝ᵥ v) ^ 2 / (x - l i))) a :=
          ContinuousAt.mul (by fun_prop)
            (ContinuousAt.div (by fun_prop) (by fun_prop) (sub_ne_zero.2 (Ne.symm h)))
        have h2 : Tendsto (fun x => (x - a) * ((u i ⬝ᵥ v) ^ 2 / (x - l i))) (𝓝 a)
            (𝓝 ((a - a) * ((u i ⬝ᵥ v) ^ 2 / (a - l i)))) := hc
        rw [sub_self, zero_mul] at h2
        exact h2.mono_left nhdsWithin_le_nhds
    refine hF.congr' (hev.mono fun x hx => ?_)
    have hxs : x ∉ eigenvalueSet A := by
      rw [hset]
      rintro ⟨i, hi⟩
      exact hx i hi.symm
    obtain ⟨t, ht, hE⟩ := exists_amplitudes v hxs
    show _ = (x - a) * lccdEnergy A v x
    rw [hE, hP v t, Finset.mul_sum]
    refine Finset.sum_congr rfl fun i _ => ?_
    have hd := sub_ne_zero.2 (hx i)
    -- the amplitude along each eigenvector carries its own energy denominator
    have hc : u i ⬝ᵥ t = (u i ⬝ᵥ v) / (x - l i) := by
      have h : u i ⬝ᵥ (A *ᵥ t - x • t) = u i ⬝ᵥ (-v) := by rw [ht]
      rw [dotProduct_sub, dot_symm hA, hu i, smul_dotProduct, dotProduct_smul, dotProduct_neg,
        smul_eq_mul, smul_eq_mul] at h
      rw [eq_div_iff hd]
      linear_combination -h
    rw [hc]
    split_ifs with h
    · rw [h] at hd ⊢
      field_simp
    · ring
```

Multiplying by $1/(x-a)$ gives $-\infty$ as $x$ rises to $a$ (`𝓝[<] a`, `atBot`) and $+\infty$ as it falls to $a$. The theorem adds that $\varepsilon$ is continuous at every $x$, from the Lipschitz bound, which needs only `hA`.

```lean
/-- Let `v` overlap with an eigenvector of the symmetric matrix `A` at eigenvalue `a`. The
linearized CCD energy tends to `-∞` as `x` rises to `a` and to `+∞` as `x` falls to `a`, while
the lowest CI eigenvalue is continuous in `x`. -/
theorem lccd_diverges_ci_continuous {A : Matrix n n ℝ} (hA : A.IsSymm) {v g : n → ℝ} {a : ℝ}
    (hg : A *ᵥ g = a • g) (hgv : g ⬝ᵥ v ≠ 0) :
    Tendsto (lccdEnergy A v) (𝓝[<] a) atBot ∧ Tendsto (lccdEnergy A v) (𝓝[>] a) atTop ∧
      Continuous fun x => lowestEigenvalue (ciMatrix A v x) := by
  obtain ⟨C, hC, hlim⟩ := lccd_pole hA hg hgv
  have hsub : Tendsto (fun x : ℝ => x - a) (𝓝 a) (𝓝 0) := by
    have h : ContinuousAt (fun x : ℝ => x - a) a := by fun_prop
    have h2 : Tendsto (fun x : ℝ => x - a) (𝓝 a) (𝓝 (a - a)) := h
    rwa [sub_self] at h2
  have hE : ∀ x, x ≠ a → (x - a) * lccdEnergy A v x * (x - a)⁻¹ = lccdEnergy A v x := by
    intro x hx
    have := sub_ne_zero.2 hx
    field_simp
  refine ⟨?_, ?_, ?_⟩
  · have hs : Tendsto (fun x : ℝ => x - a) (𝓝[<] a) (𝓝[<] 0) :=
      tendsto_nhdsWithin_iff.2 ⟨hsub.mono_left nhdsWithin_le_nhds,
        eventually_mem_nhdsWithin.mono fun x hx => by
          have h : x < a := hx
          show x - a < 0
          linarith⟩
    have hl := hlim.mono_left (nhdsWithin_mono a fun x (hx : x < a) => ne_of_lt hx)
    exact (hl.pos_mul_atBot hC (tendsto_inv_nhdsLT_zero.comp hs)).congr'
      (eventually_mem_nhdsWithin.mono fun x hx => hE x (ne_of_lt hx))
  · have hs : Tendsto (fun x : ℝ => x - a) (𝓝[>] a) (𝓝[>] 0) :=
      tendsto_nhdsWithin_iff.2 ⟨hsub.mono_left nhdsWithin_le_nhds,
        eventually_mem_nhdsWithin.mono fun x hx => by
          have h : a < x := hx
          show 0 < x - a
          linarith⟩
    have hl := hlim.mono_left (nhdsWithin_mono a fun x (hx : a < x) => ne_of_gt hx)
    exact (hl.pos_mul_atTop hC (tendsto_inv_nhdsGT_zero.comp hs)).congr'
      (eventually_mem_nhdsWithin.mono fun x hx => hE x (ne_of_gt hx))
  · refine (LipschitzWith.of_le_add fun x y => ?_).continuous
    rw [Real.dist_eq]
    rcases le_total x y with h | h
    · linarith [(ci_lowest_bounds hA v h).2, neg_abs_le (x - y)]
    · linarith [(ci_lowest_bounds hA v h).1, abs_nonneg (x - y)]
```

If $v$ is orthogonal to the whole eigenspace at $a$, the terms with $l_i=a$ vanish and $E$ has a finite limit there: for $A=\mathrm{diag}(0,1)$, $v=(0,1)$ and $a=0$, $E(x)=1/(x-1)\to-1$.

In electronic structure, this describes how linearized CCD fails at a coupled degeneracy through which the lowest CI energy stays continuous, within a finite model with constant coupling and one uniform shift. That energy can still have a kink there: for $A=\mathrm{diag}(0,-1)$, $v=(1,0)$ and $a=0$, its slope jumps from $-1/2$ to $-1$ at $x=0$.

## Doubles above the reference: `hx` in `lccd_le_ci`

Now $x$ lies below every eigenvalue of $A$, and `Nonempty n` supplies at least one double. Then $Q(w)=w\cdot(A-x)w\ge0$. Since $(A-x)t=-v$, we have $Q(t)=-E(x)$, so $E(x)\le0$. Completing the square gives

$$z\cdot M(x)z=Q(w-ct)+c^2E(x)\ge E(x)(c^2+w\cdot w).$$

Taking $z$ as the lowest CI eigenvector yields $E(x)\le\varepsilon(x)$. In the proof, `h1` is $Q(w-ct)\ge0$ and `h3` is $E(x)\le0$.

Being off the spectrum isn't enough for this ordering. With $A=(0)$, $v=(1)$ and $x>0$, $E(x)=1/x$ is positive, while $\varepsilon(x)=-(x+\sqrt{x^2+4})/2$ is negative.

```lean
/-- For symmetric `A` and `x` below its lowest eigenvalue, the linearized CCD energy is at most
the lowest CI eigenvalue. -/
theorem lccd_le_ci [Nonempty n] {A : Matrix n n ℝ} (hA : A.IsSymm) (v : n → ℝ) {x : ℝ}
    (hx : x < lowestEigenvalue A) :
    lccdEnergy A v x ≤ lowestEigenvalue (ciMatrix A v x) := by
  obtain ⟨hleast, hray⟩ := lowestEigenvalue_spec hA
  obtain ⟨t, ht, hE⟩ := exists_amplitudes v fun h => not_lt_of_ge (hleast.2 h) hx
  obtain ⟨hs, hf⟩ := ciMatrix_form hA v x
  obtain ⟨⟨⟨z, hz, hz'⟩, -⟩, -⟩ := lowestEigenvalue_spec hs
  have h0 : ∀ w : n → ℝ, 0 ≤ w ⬝ᵥ w := fun w => Finset.sum_nonneg fun i _ => mul_self_nonneg _
  have hR : ∀ w, 0 ≤ w ⬝ᵥ A *ᵥ w - x * (w ⬝ᵥ w) := fun w => by
    nlinarith [hray w, mul_nonneg (sub_nonneg.2 hx.le) (h0 w)]
  have hAt : A *ᵥ t = x • t - v := by
    rw [sub_eq_iff_eq_add.1 ht]
    abel
  have e := hf z
  rw [hz', dotProduct_smul, smul_eq_mul] at e
  have hn : z ⬝ᵥ z = z (Sum.inl ()) ^ 2 + (z ∘ Sum.inr) ⬝ᵥ (z ∘ Sum.inr) := by
    simp [dotProduct, Fintype.sum_sum_type, sq]
  have hpos : 0 < z ⬝ᵥ z := lt_of_le_of_ne (Finset.sum_nonneg fun i _ => mul_self_nonneg _)
    fun k => hz (dotProduct_self_eq_zero.1 k.symm)
  generalize z ∘ Sum.inr = w at e hn
  generalize z (Sum.inl ()) = c at e hn
  have e1 : w ⬝ᵥ A *ᵥ t = x * (w ⬝ᵥ t) - v ⬝ᵥ w := by
    rw [hAt, dotProduct_sub, dotProduct_smul, smul_eq_mul, dotProduct_comm w v]
  have e2 : t ⬝ᵥ A *ᵥ w = x * (w ⬝ᵥ t) - v ⬝ᵥ w := by
    rw [dot_symm hA, dotProduct_comm, e1]
  have e3 : t ⬝ᵥ A *ᵥ t = x * (t ⬝ᵥ t) - v ⬝ᵥ t := by
    rw [hAt, dotProduct_sub, dotProduct_smul, smul_eq_mul, dotProduct_comm t v]
  -- complete the square around the linearized CCD amplitudes
  have h1 := hR (w - c • t)
  simp only [Matrix.mulVec_sub, Matrix.mulVec_smul, dotProduct_sub, sub_dotProduct,
    dotProduct_smul, smul_dotProduct, smul_eq_mul] at h1
  rw [e1, e2, e3, dotProduct_comm t w] at h1
  have h2 := hR t
  rw [e3] at h2
  have h3 : v ⬝ᵥ t ≤ 0 := by linarith
  rw [hE]
  refine le_of_mul_le_mul_right ?_ hpos
  have h4 := mul_nonneg (neg_nonneg.2 h3) (h0 w)
  rw [e, hn]
  linarith

end LinearizedCCD
```

```lean
#print axioms LinearizedCCD.lccd_diverges_ci_continuous
-- 'LinearizedCCD.lccd_diverges_ci_continuous' depends on axioms: [propext, Classical.choice, Quot.sound]
#print axioms LinearizedCCD.lccd_le_ci
-- 'LinearizedCCD.lccd_le_ci' depends on axioms: [propext, Classical.choice, Quot.sound]
```
